# The m-th forward difference multiplies an error bound by $2^m$ and the variance of uncorrelated, equal-variance noise by $\binom{2m}{m}$

A table of energies along a scan can look smooth to the eye and still give a fourth difference that is mostly noise. An offset common to all entries cancels in the first difference, but errors that change sign from one entry to the next add up. If each entry may be wrong by $e$, the fourth difference may be wrong by $16e$, and an error of that size can be mistaken for anharmonicity. Two models of the error are treated below: a bound on its modulus, and uncorrelated random noise.

```lean
import Mathlib

open MeasureTheory ProbabilityTheory

namespace DifferencingNoise

noncomputable section
```

For a sequence $f$ on equally spaced points numbered $n = 0, 1, 2, \dots$, the forward differences are

$$\Delta^0 f(n) = f(n), \qquad \Delta^{m+1} f(n) = \Delta^m f(n+1) - \Delta^m f(n).$$

In Lean, $\Delta^m f(n)$ is `fdiff m f n`. The values lie in any commutative additive group `E`, so one definition serves both for numbers (`ℝ`) and for random variables (`Ω → ℝ`). The grid spacing $h$ does not enter; a derivative estimate divides the difference, and with it the error, by $h^m$.

```lean
/-- The `m`-th forward difference of a sequence `f`, taken at position `n`. -/
def fdiff {E : Type*} [AddCommGroup E] : ℕ → (ℕ → E) → ℕ → E
  | 0, f, n => f n
  | m + 1, f, n => fdiff m f (n + 1) - fdiff m f n
```

The random errors $\varepsilon_k$ have finite second moments and satisfy, for a fixed real $s$,

$$\mathbb E[\varepsilon_k] = 0, \qquad \mathbb E[\varepsilon_j \varepsilon_k] = s^2 \delta_{jk}.$$

This covers statistically independent stochastic runs whose energies are unbiased and have equal, finite variance. Expectations are integrals over `μ`, and `MemLp (ε k) 2 μ` is square-integrability. The model could have required independence instead. That would be a stronger hypothesis, and it would exclude the cosine example at the end.

```lean
/-- Random errors `ε k` with finite second moments, mean zero, common variance `s ^ 2`
and no correlation between different positions. -/
structure UncorrelatedNoise {Ω : Type*} [MeasurableSpace Ω] (μ : Measure Ω)
    (ε : ℕ → Ω → ℝ) (s : ℝ) : Prop where
  memLp : ∀ k, MemLp (ε k) 2 μ
  mean_zero : ∀ k, ∫ ω, ε k ω ∂μ = 0
  cov : ∀ j k, ∫ ω, ε j ω * ε k ω ∂μ = if j = k then s ^ 2 else 0
```

## Bounded errors

Let $|\varepsilon_k| \le e$ for all $k$. Then $|\Delta^0\varepsilon(n)| \le e$, and each further difference at most doubles the bound:

$$|\Delta^{m+1}\varepsilon(n)| \le |\Delta^m\varepsilon(n+1)| + |\Delta^m\varepsilon(n)| \le 2 \cdot 2^m e.$$

The Lean induction keeps $n$ general, because the step needs the bound at both $n$ and $n+1$.

```lean
/-- The `m`-th difference of errors of modulus at most `e` has modulus at most `2 ^ m * e`. -/
theorem fdiff_abs_le {ε : ℕ → ℝ} {e : ℝ} (h : ∀ k, |ε k| ≤ e) (m n : ℕ) :
    |fdiff m ε n| ≤ 2 ^ m * e := by
  induction m generalizing n with
  | zero => simpa [fdiff] using h n
  | succ m ih =>
    have h1 := abs_le.mp (ih (n + 1))
    have h2 := abs_le.mp (ih n)
    change |fdiff m ε (n + 1) - fdiff m ε n| ≤ _
    rw [pow_succ, abs_le]
    constructor <;> linarith [h1.1, h1.2, h2.1, h2.2]
```

Measured data $g$ and exact data $f$ differ by $\varepsilon = g - f$. Differencing is linear, by induction on $m$, so

$$\Delta^m g(n) - \Delta^m f(n) = \Delta^m (g-f)(n),$$

and the previous bound applies to the right-hand side. The linearity is the local fact `lin`.

```lean
/-- If measured data `g` deviate from exact data `f` by at most `e`, their `m`-th differences
deviate by at most `2 ^ m * e`. -/
theorem fdiff_error_le {f g : ℕ → ℝ} {e : ℝ} (h : ∀ k, |g k - f k| ≤ e) (m n : ℕ) :
    |fdiff m g n - fdiff m f n| ≤ 2 ^ m * e := by
  -- differencing is linear, so the error of the difference is the difference of the errors
  have lin : ∀ m n, fdiff m (fun k => g k - f k) n = fdiff m g n - fdiff m f n := by
    intro m
    induction m with
    | zero => intro n; rfl
    | succ m ih => intro n; simp only [fdiff, ih]; ring
  rw [← lin]
  exact fdiff_abs_le h m n
```

Alternating errors $\varepsilon_k = (-1)^k e$ attain the bound. They satisfy $\Delta^m\varepsilon(n) = (-1)^{m+n} 2^m e$, since this holds for $m=0$ and

$$(-1)^{m+n+1} 2^m e - (-1)^{m+n} 2^m e = (-1)^{m+1+n}\, 2^{m+1} e.$$

The theorem allows either sign of $e$, hence the modulus $|e|$ in it.

```lean
/-- Errors of constant modulus and alternating sign change the `m`-th difference by exactly
`2 ^ m` times their modulus. -/
theorem fdiff_error_alternating (f : ℕ → ℝ) (e : ℝ) (m n : ℕ) :
    |fdiff m (fun k => f k + (-1) ^ k * e) n - fdiff m f n| = 2 ^ m * |e| := by
  have key : ∀ m n, fdiff m (fun k => f k + (-1) ^ k * e) n
      = fdiff m f n + (-1) ^ (m + n) * 2 ^ m * e := by
    intro m
    induction m with
    | zero => intro n; simp [fdiff]
    | succ m ih => intro n; simp only [fdiff, ih]; ring
  rw [key, add_sub_cancel_left]
  simp [abs_mul, abs_pow]
```

No other pattern reaches the extreme. Let $|\varepsilon_k| \le |a|$ and suppose $\Delta^{m+1}\varepsilon(n) = 2^{m+1}a$. Both terms of the difference have modulus at most $2^m|a|$, which forces

$$\Delta^m\varepsilon(n+1) = 2^m a, \qquad \Delta^m\varepsilon(n) = 2^m(-a).$$

By induction the second equation gives $\varepsilon_{n+k} = (-1)^{m+k}(-a) = (-1)^{m+1+k}a$ for $k \le m$, and the first gives the last error, $\varepsilon_{n+m+1} = a$. Conversely, if the errors alternate in this way, the same two equations hold by induction, and subtracting them returns $2^{m+1}a$. These directions are `fwd` and `bwd`.

```lean
/-- For errors of modulus at most `|a|`, the `m`-th difference takes the extremal value
`2 ^ m * a` exactly when the `m + 1` errors entering it are `a` and `-a` in alternation,
the last one being `a`. -/
theorem fdiff_extremal_iff {ε : ℕ → ℝ} {a : ℝ} (hε : ∀ k, |ε k| ≤ |a|) (m n : ℕ) :
    fdiff m ε n = 2 ^ m * a ↔ ∀ k ≤ m, ε (n + k) = (-1) ^ (m + k) * a := by
  have fwd : ∀ (m n : ℕ) (a : ℝ), (∀ k, |ε k| ≤ |a|) → fdiff m ε n = 2 ^ m * a →
      ∀ k ≤ m, ε (n + k) = (-1) ^ (m + k) * a := by
    intro m
    induction m with
    | zero =>
      intro n a _ h k hk
      obtain rfl : k = 0 := by omega
      simpa [fdiff] using h
    | succ m ih =>
      intro n a hb h k hk
      have h' : fdiff m ε (n + 1) - fdiff m ε n = 2 ^ (m + 1) * a := h
      rw [pow_succ] at h'
      have b1 := abs_le.mp (fdiff_abs_le hb m (n + 1))
      have b2 := abs_le.mp (fdiff_abs_le hb m n)
      -- both lower differences must be extremal, with opposite signs
      have p : fdiff m ε (n + 1) = 2 ^ m * a ∧ fdiff m ε n = 2 ^ m * (-a) := by
        rcases abs_cases a with ⟨ha, _⟩ | ⟨ha, _⟩ <;> rw [ha] at b1 b2 <;>
          constructor <;> linarith [b1.1, b1.2, b2.1, b2.2]
      rcases Nat.lt_or_ge m k with hk' | hk'
      · obtain rfl : k = m + 1 := by omega
        rw [show n + (m + 1) = n + 1 + m by omega, ih (n + 1) a hb p.1 m le_rfl]
        ring
      · rw [ih n (-a) (by simpa using hb) p.2 k hk']
        ring
  have bwd : ∀ (m n : ℕ) (a : ℝ), (∀ k ≤ m, ε (n + k) = (-1) ^ (m + k) * a) →
      fdiff m ε n = 2 ^ m * a := by
    intro m
    induction m with
    | zero => intro n a h; simpa [fdiff] using h 0 le_rfl
    | succ m ih =>
      intro n a h
      have p := ih (n + 1) a (fun k hk => by
        rw [show n + 1 + k = n + (k + 1) by omega, h (k + 1) (by omega)]; ring)
      have q := ih n (-a) (fun k hk => by rw [h k (by omega)]; ring)
      change fdiff m ε (n + 1) - fdiff m ε n = _
      rw [p, q]
      ring
  exact ⟨fwd m n a hε, bwd m n a⟩
```

## Uncorrelated noise

For square-integrable random variables $A, B, C, D$,

$$\mathbb E[(A-B)(C-D)] = \mathbb E[AC] - \mathbb E[AD] - \bigl(\mathbb E[BC] - \mathbb E[BD]\bigr).$$

Square-integrability makes each of the four products integrable, which is what permits splitting the integral.

```lean
variable {Ω : Type*} [MeasurableSpace Ω] {μ : Measure Ω}

/-- The mean product of two differences of square-integrable variables is the corresponding
combination of four mean products. -/
theorem integral_sub_mul_sub {a b c d : Ω → ℝ} (ha : MemLp a 2 μ) (hb : MemLp b 2 μ)
    (hc : MemLp c 2 μ) (hd : MemLp d 2 μ) :
    ∫ ω, (a ω - b ω) * (c ω - d ω) ∂μ = (∫ ω, a ω * c ω ∂μ) - (∫ ω, a ω * d ω ∂μ)
      - ((∫ ω, b ω * c ω ∂μ) - ∫ ω, b ω * d ω ∂μ) := by
  have h1 : Integrable (fun ω => a ω * c ω) μ := ha.integrable_mul hc
  have h2 : Integrable (fun ω => a ω * d ω) μ := ha.integrable_mul hd
  have h3 : Integrable (fun ω => b ω * c ω) μ := hb.integrable_mul hc
  have h4 : Integrable (fun ω => b ω * d ω) μ := hb.integrable_mul hd
  have h5 : Integrable (fun ω => a ω * c ω - a ω * d ω) μ := h1.sub h2
  have h6 : Integrable (fun ω => b ω * c ω - b ω * d ω) μ := h3.sub h4
  rw [← integral_sub h1 h2, ← integral_sub h3 h4, ← integral_sub h5 h6]
  congr 1
  funext ω
  ring
```

To use this identity at every order, the differences themselves must be square-integrable. They are, because each is obtained by subtracting two square-integrable variables.

```lean
/-- Differences of square-integrable errors are square-integrable. -/
theorem fdiff_memLp {ε : ℕ → Ω → ℝ} (h : ∀ k, MemLp (ε k) 2 μ) (m n : ℕ) :
    MemLp (fdiff m ε n) 2 μ := by
  induction m generalizing n with
  | zero => exact h n
  | succ m ih => exact (ih (n + 1)).sub (ih n)
```

Expanding the variance of the next difference with this identity brings in the covariance of neighbours as well as the variance. The induction therefore carries the covariance at every lag $d$:

$$C_m(d) = \mathbb E[\Delta^m\varepsilon(n)\,\Delta^m\varepsilon(n+d)] = (-1)^d \binom{2m}{m+d} s^2.$$

For $m=0$ this is the assumption on the noise, as $\binom{0}{d}$ is $1$ at $d=0$ and $0$ otherwise. For the step at a positive lag $d+1$, the four-term identity gives

$$C_{m+1}(d+1) = 2C_m(d+1) - C_m(d) - C_m(d+2)$$
$$= (-1)^{d+1}\left[\binom{2m}{m+d} + 2\binom{2m}{m+d+1} + \binom{2m}{m+d+2}\right]s^2.$$

Pascal's rule, applied twice, turns the bracket into $\binom{2m+2}{m+d+2}$. At lag zero, both mixed terms are $C_m(1)$ by symmetry of the product, and

$$C_{m+1}(0) = 2C_m(0) - 2C_m(1) = 2\left[\binom{2m}{m} + \binom{2m}{m+1}\right]s^2 = 2\binom{2m+1}{m+1}s^2 = \binom{2m+2}{m+1}s^2,$$

where the last equality uses $\binom{2m+1}{m} = \binom{2m+1}{m+1}$. In the code, `hx` is the four-term expansion, `key` supplies the induction hypothesis for two positions of which the second is not before the first, and each case has its own `pascal`.

```lean
/-- After `m` differencings, uncorrelated noise has covariance
`(-1) ^ d * binomial(2m, m + d) * s ^ 2` between positions a distance `d` apart. -/
theorem fdiff_noise_cov {ε : ℕ → Ω → ℝ} {s : ℝ} (h : UncorrelatedNoise μ ε s) (m n d : ℕ) :
    ∫ ω, fdiff m ε n ω * fdiff m ε (n + d) ω ∂μ
      = (-1) ^ d * ((2 * m).choose (m + d) : ℝ) * s ^ 2 := by
  induction m generalizing n d with
  | zero =>
    refine (h.cov n (n + d)).trans ?_
    cases d <;> simp
  | succ m ih =>
    have hL := fdiff_memLp h.memLp m
    have hx : ∀ b, ∫ ω, fdiff (m + 1) ε n ω * fdiff (m + 1) ε b ω ∂μ = _ := fun b =>
      integral_sub_mul_sub (hL (n + 1)) (hL n) (hL (b + 1)) (hL b)
    have key : ∀ a b d, b = a + d → ∫ ω, fdiff m ε a ω * fdiff m ε b ω ∂μ
        = (-1) ^ d * ((2 * m).choose (m + d) : ℝ) * s ^ 2 := by
      rintro a _ d rfl
      exact ih a d
    cases d with
    | zero =>
      have comm : ∫ ω, fdiff m ε (n + 1) ω * fdiff m ε n ω ∂μ
          = ∫ ω, fdiff m ε n ω * fdiff m ε (n + 1) ω ∂μ := by
        congr 1
        funext ω
        ring
      -- Pascal's rule twice, at the centre of the row
      have pascal : (2 * (m + 1)).choose (m + 1)
          = 2 * (2 * m).choose m + 2 * (2 * m).choose (m + 1) := by
        have h1 := Nat.choose_succ_succ' (2 * m + 1) m
        have h2 := Nat.choose_succ_succ' (2 * m) m
        have h3 := Nat.choose_symm_half m
        rw [show 2 * (m + 1) = 2 * m + 1 + 1 by ring]
        omega
      simp only [add_zero]
      rw [hx n, comm, key (n + 1) (n + 1) 0 rfl, key n (n + 1) 1 rfl, key n n 0 rfl]
      simp only [add_zero, pascal]
      push_cast
      ring
    | succ d =>
      -- Pascal's rule twice, away from the centre
      have pascal : (2 * (m + 1)).choose (m + 1 + (d + 1)) = (2 * m).choose (m + d)
          + 2 * (2 * m).choose (m + (d + 1)) + (2 * m).choose (m + (d + 1 + 1)) := by
        have h1 := Nat.choose_succ_succ' (2 * m + 1) (m + d + 1)
        have h2 := Nat.choose_succ_succ' (2 * m) (m + d)
        have h3 := Nat.choose_succ_succ' (2 * m) (m + d + 1)
        rw [show 2 * (m + 1) = 2 * m + 1 + 1 by ring,
          show m + 1 + (d + 1) = m + d + 1 + 1 by ring]
        simp only [← add_assoc]
        omega
      rw [hx, key (n + 1) (n + (d + 1) + 1) (d + 1) (by omega),
        key (n + 1) (n + (d + 1)) d (by omega),
        key n (n + (d + 1) + 1) (d + 1 + 1) (by omega), key n (n + (d + 1)) (d + 1) rfl, pascal]
      push_cast
      ring
```

Now add the noise to exact data $f$. By linearity $\Delta^m(f+\varepsilon)(n) = \Delta^m f(n) + \Delta^m\varepsilon(n)$, and $\mathbb E[\Delta^m\varepsilon(n)] = 0$ because every $\varepsilon_k$ has mean zero. Hence

$$\mathbb E[\Delta^m(f+\varepsilon)(n)] = \Delta^m f(n), \qquad \operatorname{Var}[\Delta^m(f+\varepsilon)(n)] = C_m(0) = \binom{2m}{m}s^2.$$

Here `μ` must be a probability measure, so that the constant $\Delta^m f(n)$ is its own mean. The Lean proof follows the same order: `split` is the linearity, `mean0` the vanishing mean, and `c` the covariance at lag zero.

```lean
/-- The `m`-th difference of exact data `f` plus uncorrelated noise of variance `s ^ 2` has the
exact difference as its mean and `binomial(2m, m) * s ^ 2` as its variance. -/
theorem fdiff_noise_variance [IsProbabilityMeasure μ] {ε : ℕ → Ω → ℝ} {s : ℝ}
    (h : UncorrelatedNoise μ ε s) (f : ℕ → ℝ) (m n : ℕ) :
    ∫ ω, fdiff m (fun k ω => f k + ε k ω) n ω ∂μ = fdiff m f n ∧
    variance (fdiff m (fun k ω => f k + ε k ω) n) μ = ((2 * m).choose m : ℝ) * s ^ 2 := by
  have split : ∀ m n, fdiff m (fun k ω => f k + ε k ω) n
      = fun ω => fdiff m f n + fdiff m ε n ω := by
    intro m
    induction m with
    | zero => intro n; rfl
    | succ m ih =>
      intro n
      funext ω
      simp only [fdiff, ih, Pi.sub_apply]
      ring
  have hL := fdiff_memLp h.memLp
  have hI : ∀ m n, Integrable (fdiff m ε n) μ := fun m n => (hL m n).integrable one_le_two
  have mean0 : ∀ m n, ∫ ω, fdiff m ε n ω ∂μ = 0 := by
    intro m
    induction m with
    | zero => exact h.mean_zero
    | succ m ih =>
      intro n
      refine (integral_sub (hI m (n + 1)) (hI m n)).trans ?_
      rw [ih, ih, sub_zero]
  have mean : ∫ ω, (fdiff m f n + fdiff m ε n ω) ∂μ = fdiff m f n := by
    rw [integral_add (integrable_const _) (hI m n), mean0]
    simp
  rw [split]
  refine ⟨mean, ?_⟩
  have hm : AEMeasurable (fun ω => fdiff m f n + fdiff m ε n ω) μ :=
    (hL m n).aestronglyMeasurable.aemeasurable.const_add _
  -- the variance is the covariance at distance zero
  have c := fdiff_noise_cov h m n 0
  simp only [add_zero, pow_zero, one_mul] at c
  rw [variance_eq_integral hm, mean, ← c]
  congr 1
  funext ω
  ring
```

For a force constant estimated from three equally spaced energies along one coordinate, $m=2$: the error is at most $4e/h^2$ under the bound, and the standard deviation is $\sqrt6\,|s|/h^2$ for uncorrelated noise. Neither figure includes the truncation error of the finite-difference formula. For a smooth energy curve that error tends to zero as $h \to 0$, while the two figures above grow as $1/h^2$.

The variance formula can fail for correlated errors. Take a single random variable $X$ with mean zero and variance $s^2 > 0$, and set $\varepsilon_k = (-1)^k X$. The first difference is then $\pm 2X$, with variance $4s^2$ instead of $2s^2$. With $\varepsilon_k = X$ for all $k$, it is zero.

## Cosines as an example of such noise

For every $s$, noise of the required kind is given by $\varepsilon_k(x) = \sqrt2\, s\cos(2\pi(k+1)x)$ with $x$ uniform on the unit interval. Each cosine runs through whole periods, so its mean is zero. The product formula gives

$$\varepsilon_j\varepsilon_k = s^2\bigl[\cos(2\pi(j-k)x) + \cos(2\pi(j+k+2)x)\bigr].$$

The second term always averages to zero, and the first does so unless $j=k$, when it equals $1$; the mean product is therefore $s^2\delta_{jk}$. These variables are not independent when $s \ne 0$: since $\cos(4\pi x) = 2\cos^2(2\pi x) - 1$, the value of $\varepsilon_0$ fixes that of $\varepsilon_1$. In Lean, the uniform distribution is `volume.restrict (Set.Ioc (0 : ℝ) 1)`, and `avg` is the vanishing average over whole periods.

```lean
/-- The cosines `√2 s cos(2π(k+1)x)`, with `x` uniform on the unit interval, are uncorrelated
noise of variance `s ^ 2`. -/
theorem uncorrelatedNoise_witness (s : ℝ) :
    IsProbabilityMeasure (volume.restrict (Set.Ioc (0 : ℝ) 1)) ∧
    UncorrelatedNoise (volume.restrict (Set.Ioc (0 : ℝ) 1))
      (fun k x => Real.sqrt 2 * s * Real.cos (2 * Real.pi * ((k : ℝ) + 1) * x)) s := by
  -- a cosine averages to zero over whole periods
  have avg : ∀ p : ℤ, p ≠ 0 →
      ∫ x in Set.Ioc (0 : ℝ) 1, Real.cos (2 * Real.pi * (p : ℝ) * x) = 0 := by
    intro p hp
    have hc : 2 * Real.pi * (p : ℝ) ≠ 0 :=
      mul_ne_zero (mul_ne_zero two_ne_zero Real.pi_ne_zero) (Int.cast_ne_zero.mpr hp)
    have hs : Real.sin (2 * Real.pi * (p : ℝ)) = 0 := by
      rw [show 2 * Real.pi * (p : ℝ) = ((2 * p : ℤ) : ℝ) * Real.pi by push_cast; ring]
      exact Real.sin_int_mul_pi _
    rw [← intervalIntegral.integral_of_le zero_le_one,
      intervalIntegral.integral_comp_mul_left (fun x => Real.cos x) hc, integral_cos,
      mul_one, mul_zero, hs, Real.sin_zero, sub_zero, smul_zero]
  have hI : ∀ p : ℤ, Integrable (fun x : ℝ => Real.cos (2 * Real.pi * (p : ℝ) * x))
      (volume.restrict (Set.Ioc (0 : ℝ) 1)) := fun p =>
    (show Continuous (fun x : ℝ => Real.cos (2 * Real.pi * (p : ℝ) * x)) by
      fun_prop).integrableOn_Ioc
  refine ⟨⟨by simp⟩, ⟨fun k => ?_, fun k => ?_, fun j k => ?_⟩⟩
  · refine MemLp.of_bound (Continuous.aestronglyMeasurable (by fun_prop)) |Real.sqrt 2 * s|
      (Filter.Eventually.of_forall fun x => ?_)
    rw [norm_mul, Real.norm_eq_abs, Real.norm_eq_abs]
    exact mul_le_of_le_one_right (abs_nonneg _) (Real.abs_cos_le_one _)
  · have h0 := avg ((k : ℤ) + 1) (by omega)
    push_cast at h0
    rw [integral_const_mul, h0, mul_zero]
  · have e : ∀ x : ℝ, Real.sqrt 2 * s * Real.cos (2 * Real.pi * ((j : ℝ) + 1) * x)
        * (Real.sqrt 2 * s * Real.cos (2 * Real.pi * ((k : ℝ) + 1) * x))
        = s ^ 2 * (Real.cos (2 * Real.pi * (((j : ℤ) - k : ℤ) : ℝ) * x)
          + Real.cos (2 * Real.pi * (((j : ℤ) + k + 2 : ℤ) : ℝ) * x)) := by
      intro x
      have h2 : Real.sqrt 2 ^ 2 = 2 := Real.sq_sqrt (by norm_num)
      rw [show 2 * Real.pi * (((j : ℤ) - k : ℤ) : ℝ) * x = 2 * Real.pi * ((j : ℝ) + 1) * x
          - 2 * Real.pi * ((k : ℝ) + 1) * x by push_cast; ring,
        show 2 * Real.pi * (((j : ℤ) + k + 2 : ℤ) : ℝ) * x = 2 * Real.pi * ((j : ℝ) + 1) * x
          + 2 * Real.pi * ((k : ℝ) + 1) * x by push_cast; ring, Real.cos_sub, Real.cos_add]
      linear_combination (s ^ 2 * Real.cos (2 * Real.pi * ((j : ℝ) + 1) * x)
        * Real.cos (2 * Real.pi * ((k : ℝ) + 1) * x)) * h2
    simp only [e]
    rw [integral_const_mul, integral_add (hI _) (hI _), avg ((j : ℤ) + k + 2) (by omega),
      add_zero]
    split_ifs with hjk
    · subst hjk
      simp
    · rw [avg _ (by omega), mul_zero]

end

end DifferencingNoise
```

```lean
#print axioms DifferencingNoise.fdiff_error_le
-- 'DifferencingNoise.fdiff_error_le' depends on axioms: [propext, Classical.choice, Quot.sound]
#print axioms DifferencingNoise.fdiff_error_alternating
-- 'DifferencingNoise.fdiff_error_alternating' depends on axioms: [propext, Classical.choice, Quot.sound]
#print axioms DifferencingNoise.fdiff_extremal_iff
-- 'DifferencingNoise.fdiff_extremal_iff' depends on axioms: [propext, Classical.choice, Quot.sound]
#print axioms DifferencingNoise.fdiff_noise_variance
-- 'DifferencingNoise.fdiff_noise_variance' depends on axioms: [propext, Classical.choice, Quot.sound]
```
